# The degeneracy of a level carrying one irreducible representation divides the group order

## Question

How should irreducibility enter a formal statement about degeneracies: as the absence of invariant subspaces, or through the great orthogonality relation? I would like to use the relation. Let \(G\) be a finite symmetry group and \(D\) a representation by complex \(n\times n\) matrices, \(n>0\), that obeys it. The claim is that the degeneracy \(n\) divides the group order \(|G|\). Can this be stated and proved in Lean 4 with Mathlib?

## Answer

### Modelling choices

The representation is a monoid homomorphism `D : G →* Matrix (Fin n) (Fin n) ℂ`, so \(D(gh)=D(g)D(h)\) and \(D(1)=1\). Matrix indices run from \(0\) to \(n-1\). The character \(\chi(g)=\operatorname{tr}D(g)\) is `character D g`. The predicate `GreatOrthogonality D` says that, for all \(i,j,k,l\),

\[
\sum_{g} D(g)_{ij}\,D(g^{-1})_{kl}=\frac{|G|}{n}\,\delta_{il}\,\delta_{jk}.
\]

Writing \(g^{-1}\) instead of a complex conjugate avoids assuming unitarity. For unitary matrices \(D(g^{-1})_{kl}=\overline{D(g)_{lk}}\), which gives the familiar form.

The relation is a hypothesis here; its derivation from irreducibility by Schur's lemma is not in the file. Nor is there a Hamiltonian: \(n\) is the degeneracy of a level when the eigenspace carries exactly this representation. A level whose eigenspace contains several irreducible representations of \(G\) is not covered. This happens for accidental degeneracies, and also systematically when time reversal joins a pair of complex-conjugate representations: for a real Hamiltonian with symmetry group \(C_3\), such a pair forms a doubly degenerate level, and \(2\) does not divide \(3\).

The main theorem, `degeneracy_dvd_card`, reads: if `0 < n` and `GreatOrthogonality D`, then `n ∣ Fintype.card G`, a divisibility of natural numbers.

### Derivation by hand

**The weighted sum.** Write the character as a sum of diagonal elements and use the relation with \(l=k\):

\[
\Big(\sum_g\chi(g^{-1})D(g)\Big)_{ij}
=\sum_k\sum_g D(g)_{ij}D(g^{-1})_{kk}
=\frac{|G|}{n}\sum_k\delta_{ik}\delta_{jk}
=\frac{|G|}{n}\,\delta_{ij}.
\]

Multiplying by \(D(h)\) from the right gives

\[
\sum_g\chi(g^{-1})D(gh)=\frac{|G|}{n}D(h).
\]

**Characters are algebraic integers.** An algebraic integer is a root of a monic polynomial with integer coefficients; sums and products of algebraic integers are again algebraic integers. If \(D(g)v=\mu v\) with \(v\neq0\), then \(\mu^{|G|}v=D(g)^{|G|}v=D(g^{|G|})v=v\), so \(\mu^{|G|}=1\). Thus \(\mu\) is an algebraic integer, and so is \(\chi(g)\), the sum of the eigenvalues with multiplicity.

**The quotient is an algebraic integer.** Put \(q=|G|/n\) and \(x_h=D(h)_{00}\). The \(00\) element of the last matrix identity, with \(h'=gh\), is

\[
q\,x_h=\sum_{h'}\chi(hh'^{-1})\,x_{h'}.
\]

The vector \(x\) is nonzero because \(x_1=1\). Hence \(q\) is an eigenvalue of the matrix with elements \(\chi(hh'^{-1})\). Its characteristic polynomial is monic with algebraic-integer coefficients, and a root of such a polynomial is itself an algebraic integer.

**The quotient is an integer.** Write \(q=a/b\) in lowest terms, with \(b>0\). Inserting this into a monic integer polynomial of degree \(m\) and multiplying by \(b^m\) shows that \(b\) divides \(a^m\), so \(b=1\). Therefore \(|G|=qn\) with \(q\) an integer, and \(n\) divides \(|G|\). If \(|G|\) is odd, so is \(n\).

### The Lean file

```lean
import Mathlib

open Matrix

namespace DegeneracyDividesOrder

noncomputable section

variable {G : Type*} [Group G] [Fintype G] {n : ℕ}

/-- The character of a matrix representation: the trace of the matrix representing `g`. -/
def character (D : G →* Matrix (Fin n) (Fin n) ℂ) (g : G) : ℂ := (D g).trace

/-- The great orthogonality relation for the matrix elements of one representation. -/
def GreatOrthogonality (D : G →* Matrix (Fin n) (Fin n) ℂ) : Prop :=
  ∀ i j k l, ∑ g, D g i j * D g⁻¹ k l =
    if i = l ∧ j = k then (Fintype.card G : ℂ) / n else 0

/-- For a representation obeying the great orthogonality relation, the sum of all
representation matrices, weighted by the characters of the inverse
operations, is the group order over the dimension times the identity. -/
theorem character_weighted_sum (D : G →* Matrix (Fin n) (Fin n) ℂ)
    (hD : GreatOrthogonality D) :
    ∑ g, character D g⁻¹ • D g = ((Fintype.card G : ℂ) / n) • 1 := by
  ext i j
  -- write the character as a sum of diagonal elements
  have h1 : (∑ g, character D g⁻¹ • D g) i j = ∑ k, ∑ g, D g i j * D g⁻¹ k k := by
    rw [Matrix.sum_apply, Finset.sum_comm]
    refine Finset.sum_congr rfl fun g _ => ?_
    rw [Matrix.smul_apply, smul_eq_mul, ← Finset.mul_sum]
    exact mul_comm _ _
  rw [h1, Finset.sum_congr rfl fun k _ => hD i j k k]
  by_cases hij : i = j
  · subst hij
    simp
  · have h2 : ∀ k, ¬(i = k ∧ j = k) := fun k h => hij (h.1.trans h.2.symm)
    rw [Finset.sum_eq_zero fun k _ => if_neg (h2 k)]
    simp [hij]

/-- For a representation obeying the great orthogonality relation,
weighting the matrices of the products `g * h` by the characters of `g⁻¹` and summing
over `g` reproduces the matrix of `h`, multiplied by the group order over the dimension. -/
theorem character_convolution (D : G →* Matrix (Fin n) (Fin n) ℂ)
    (hD : GreatOrthogonality D) (h : G) :
    ∑ g, character D g⁻¹ • D (g * h) = ((Fintype.card G : ℂ) / n) • D h := by
  simp_rw [map_mul, ← Matrix.smul_mul]
  rw [← Finset.sum_mul, character_weighted_sum D hD, Matrix.smul_mul, one_mul]

/-- Every eigenvalue of a representation matrix is a root of unity whose order divides
the order of the group. -/
theorem eigenvalue_pow_card (D : G →* Matrix (Fin n) (Fin n) ℂ) (g : G) {μ : ℂ}
    {v : Fin n → ℂ} (hv : v ≠ 0) (h : D g *ᵥ v = μ • v) :
    μ ^ Fintype.card G = 1 := by
  have key : ∀ k : ℕ, (D g) ^ k *ᵥ v = μ ^ k • v := by
    intro k
    induction k with
    | zero => simp
    | succ k ih =>
      rw [pow_succ, ← Matrix.mulVec_mulVec, h, Matrix.mulVec_smul, ih, smul_smul,
        ← pow_succ']
  -- the group operation raised to the group order is the identity
  have h1 := key (Fintype.card G)
  rw [← map_pow, pow_card_eq_one, map_one, Matrix.one_mulVec] at h1
  obtain ⟨i, hi⟩ := Function.ne_iff.mp hv
  have hi' : v i ≠ 0 := hi
  have h2 : v i = μ ^ Fintype.card G * v i := congrFun h1 i
  exact mul_right_cancel₀ hi' (by rw [one_mul]; exact h2.symm)

/-- Every character value of a finite group is an algebraic integer. -/
theorem character_isIntegral (D : G →* Matrix (Fin n) (Fin n) ℂ) (g : G) :
    IsIntegral ℤ (character D g) := by
  rw [character, Matrix.trace_eq_sum_roots_charpoly]
  have hsum : (D g).charpoly.roots.sum ∈ integralClosure ℤ ℂ := by
    refine multiset_sum_mem _ fun μ hμ => ?_
    -- a root of the characteristic polynomial has an eigenvector
    have hdet : (Matrix.scalar (Fin n) μ - D g).det = 0 := by
      rw [← Matrix.eval_charpoly]
      exact Polynomial.isRoot_of_mem_roots hμ
    obtain ⟨v, hv, h⟩ := Matrix.exists_mulVec_eq_zero_iff.mpr hdet
    have h' : D g *ᵥ v = μ • v := by
      rw [Matrix.sub_mulVec, sub_eq_zero] at h
      rw [← h]
      ext i
      simp [Matrix.scalar_apply, Matrix.mulVec_diagonal]
    have hpow : IsIntegral ℤ (μ ^ Fintype.card G) := by
      rw [eigenvalue_pow_card D g hv h']
      exact isIntegral_one
    exact IsIntegral.of_pow Fintype.card_pos hpow
  exact hsum

/-- For a representation of positive dimension obeying the great orthogonality relation,
the group order divided by the dimension is an algebraic
integer. -/
theorem card_div_dim_isIntegral (D : G →* Matrix (Fin n) (Fin n) ℂ) (hn : 0 < n)
    (hD : GreatOrthogonality D) : IsIntegral ℤ ((Fintype.card G : ℂ) / n) := by
  let i : Fin n := ⟨0, hn⟩
  -- combinations of one diagonal matrix element with algebraic-integer coefficients
  let N : Submodule (integralClosure ℤ ℂ) ℂ :=
    Submodule.span _ (Set.range fun h : G => D h i i)
  have hmem : ∀ h : G, D h i i ∈ N := fun h => Submodule.subset_span ⟨h, rfl⟩
  have hne : N ≠ ⊥ := by
    intro h0
    have h1 := hmem 1
    rw [h0, Submodule.mem_bot, map_one, Matrix.one_apply_eq] at h1
    exact one_ne_zero h1
  -- multiplication by the quotient maps this module into itself
  have hstable : N ≤ N.comap
      (LinearMap.mulLeft (integralClosure ℤ ℂ) ((Fintype.card G : ℂ) / n)) := by
    refine Submodule.span_le.mpr ?_
    rintro _ ⟨h, rfl⟩
    change (Fintype.card G : ℂ) / n * D h i i ∈ N
    have e := congrArg (fun M : Matrix (Fin n) (Fin n) ℂ => M i i)
      (character_convolution D hD h)
    simp only [Matrix.sum_apply, Matrix.smul_apply, smul_eq_mul] at e
    rw [← e]
    refine Submodule.sum_mem _ fun g _ => ?_
    have hg := N.smul_mem
      (⟨character D g⁻¹, character_isIntegral D g⁻¹⟩ : integralClosure ℤ ℂ) (hmem (g * h))
    exact hg
  have hq : IsIntegral (integralClosure ℤ ℂ) ((Fintype.card G : ℂ) / n) :=
    isIntegral_of_smul_mem_submodule N hne (Submodule.fg_span (Set.finite_range _)) _
      fun x hx => hstable hx
  exact isIntegral_trans _ hq

/-- The dimension `n > 0` of a representation obeying the great orthogonality relation divides
the order of the symmetry group. -/
theorem degeneracy_dvd_card (D : G →* Matrix (Fin n) (Fin n) ℂ) (hn : 0 < n)
    (hD : GreatOrthogonality D) : n ∣ Fintype.card G := by
  have hQ : IsIntegral ℤ ((Fintype.card G : ℚ) / n) := by
    apply (isIntegral_algebraMap_iff (algebraMap ℚ ℂ).injective).mp
    have e : algebraMap ℚ ℂ ((Fintype.card G : ℚ) / n) = (Fintype.card G : ℂ) / n := by
      simp
    rw [e]
    exact card_div_dim_isIntegral D hn hD
  -- a rational algebraic integer is an ordinary integer
  obtain ⟨y, hy⟩ := IsIntegrallyClosed.isIntegral_iff.mp hQ
  have hn' : (n : ℚ) ≠ 0 := by exact_mod_cast hn.ne'
  rw [eq_intCast, eq_div_iff hn'] at hy
  have hz : y * (n : ℤ) = (Fintype.card G : ℤ) := by exact_mod_cast hy
  exact Int.natCast_dvd_natCast.mp ⟨y, by rw [← hz, mul_comm]⟩

/-- In a finite group of odd order, every representation of positive dimension obeying the
great orthogonality
relation has odd dimension. -/
theorem odd_degeneracy_of_odd_card (D : G →* Matrix (Fin n) (Fin n) ℂ) (hn : 0 < n)
    (hD : GreatOrthogonality D) (hG : Odd (Fintype.card G)) : Odd n :=
  Odd.of_dvd_nat hG (degeneracy_dvd_card D hn hD)

/-- The matrix elements of a permutation of three objects acting on vectors with coordinate
sum zero, in the basis `e₀ - e₂`, `e₁ - e₂`. -/
def planarEntry (σ : Equiv.Perm (Fin 3)) (i j : Fin 2) : ℤ :=
  (if σ j.castSucc = i.castSucc then 1 else 0) - (if σ 2 = i.castSucc then 1 else 0)

/-- The representation of the permutations of three objects by the integer matrices with
elements `planarEntry`. -/
def planarInt : Equiv.Perm (Fin 3) →* Matrix (Fin 2) (Fin 2) ℤ where
  toFun σ := Matrix.of (planarEntry σ)
  map_one' := by
    have h : ∀ i j : Fin 2, planarEntry 1 i j = if i = j then 1 else 0 := by
      decide +kernel
    ext i j
    rw [Matrix.one_apply]
    exact h i j
  map_mul' := by
    have h : ∀ (σ τ : Equiv.Perm (Fin 3)) (i j : Fin 2),
        planarEntry (σ * τ) i j = ∑ k, planarEntry σ i k * planarEntry τ k j := by
      decide +kernel
    intro σ τ
    ext i j
    rw [Matrix.mul_apply]
    exact h σ τ i j

/-- The same two-dimensional representation with complex matrices. -/
def planar : Equiv.Perm (Fin 3) →* Matrix (Fin 2) (Fin 2) ℂ :=
  ((Int.castRingHom ℂ).mapMatrix : Matrix (Fin 2) (Fin 2) ℤ →+* _).toMonoidHom.comp planarInt

/-- The two-dimensional representation `planar` of the permutations of three objects obeys
the great orthogonality relation. -/
theorem greatOrthogonality_witness : GreatOrthogonality planar := by
  intro i j k l
  have h : ∀ i j k l : Fin 2, 2 * ∑ g, planarEntry g i j * planarEntry g⁻¹ k l =
      if i = l ∧ j = k then 6 else 0 := by decide +kernel
  have hc := congrArg (Int.cast : ℤ → ℂ) (h i j k l)
  have hcard : Fintype.card (Equiv.Perm (Fin 3)) = 6 := by decide +kernel
  change ∑ g, ((planarEntry g i j : ℤ) : ℂ) * ((planarEntry g⁻¹ k l : ℤ) : ℂ) = _
  rw [hcard]
  push_cast at hc
  split_ifs at hc ⊢ <;> push_cast <;> linear_combination hc / 2

end

end DegeneracyDividesOrder
```

```lean
#print axioms DegeneracyDividesOrder.degeneracy_dvd_card
#print axioms DegeneracyDividesOrder.odd_degeneracy_of_odd_card
```

```
'DegeneracyDividesOrder.degeneracy_dvd_card' depends on axioms: [propext, Classical.choice, Quot.sound]
'DegeneracyDividesOrder.odd_degeneracy_of_odd_card' depends on axioms: [propext, Classical.choice, Quot.sound]
```

### How the proof follows the derivation

`character_weighted_sum` compares matrix elements with `ext i j`, exchanges the sums with `Finset.sum_comm`, and treats \(i=j\) and \(i\neq j\) separately. `character_convolution` supplies the factor \(D(h)\).

`eigenvalue_pow_card` proves \(D(g)^k v=\mu^k v\) by induction, sets \(k=|G|\), and cancels a nonzero component of \(v\). `character_isIntegral` writes the trace as the sum of the roots of the characteristic polynomial and finds an eigenvector for each root from the vanishing determinant.

In `card_div_dim_isIntegral`, the explicit eigenvalue argument is replaced by its module version. `N` consists of the combinations of the \(x_h\) with algebraic-integer coefficients. It is finitely generated, nonzero (`hne`) and mapped into itself by multiplication with \(q\) (`hstable`), so `isIntegral_of_smul_mem_submodule` applies. `isIntegral_trans` then passes from algebraic-integer coefficients to ordinary integers.

`degeneracy_dvd_card` moves the quotient from ℂ to ℚ and uses that ℤ is integrally closed, which is the lowest-terms argument. `odd_degeneracy_of_odd_card` is the corollary for odd order.

The theorem `greatOrthogonality_witness` shows that the hypothesis is met by a concrete example: the permutations of three objects acting on vectors with coordinate sum zero. In the basis \(e_0-e_2,\ e_1-e_2\) the matrices have integer elements, so `decide +kernel` can check the relation, multiplied by 2, case by case. `planar` is the same representation over ℂ.

### Remarks

**Without the hypotheses.** Let the trivial group act by the \(2\times2\) identity matrix. Then \(n=2\) does not divide \(|G|=1\). The orthogonality relation indeed fails: for \(i=j=k=l=0\) the left side is \(1\) and the right side \(1/2\). For \(n=0\) the relation holds vacuously, but \(0\) does not divide the order of any finite group.

**In a calculation.** Codes that build symmetry-adapted orbitals for a finite point group can use the projector

\[
P=\frac{n}{|G|}\sum_g\chi(g^{-1})\,T(g),
\]

where \(T(g)\) acts on the whole basis set and \(\chi\) belongs to the chosen irreducible representation. On a subspace where \(T\) reduces to \(D\) itself, `character_weighted_sum` says that \(P\) is the identity. For the three-object example the characters are \(2\) for the identity, \(0\) for the exchanges and \(-1\) for the two cyclic permutations \(c,c^2\). The sum is \(2\cdot 1-D(c)-D(c^2)=3\cdot 1\), and \(3=6/2\).

Divisibility also gives a quick check on assignments: the five d orbitals cannot form a single irreducible representation of the octahedral group \(O_h\), since \(5\) does not divide \(48\).
